# A parity lower bound on spin-orbit spillage

Let \(P\) and \(Q\) be the Hermitian projectors onto the \(n\) occupied states of a crystal without and with spin-orbit coupling, and let \(R\) be the parity operator, with \(R^\dagger=R\) and \(R^2=1\). If \(P\) commutes with \(R\), then

\[
n-\operatorname{tr}(PQ)\;\ge\;\tfrac12\,\bigl|\operatorname{tr}(PR)-\operatorname{tr}(QR)\bigr| .
\]

The left side is the spillage: the weight of the original occupied states that spin-orbit coupling moves into the new empty states. In electronic-structure calculations a large spillage signals a possible band inversion. The bound says how much of it a change of parity forces, for independent-particle states in a finite basis at one crystal momentum that inversion maps to itself.

## Splitting the spillage by parity

Write \(E_\pm=(1\pm R)/2\) for the projectors onto even and odd states, so that \(E_++E_-=1\). Consider two leakage terms, \(\operatorname{tr}(PE_-(1-Q))\) and \(\operatorname{tr}((1-P)E_+Q)\). Their sum is

\[
\operatorname{tr}(PE_-)+\operatorname{tr}(E_+Q)-\operatorname{tr}(P(E_-+E_+)Q)
=\operatorname{tr}(PE_-)+\operatorname{tr}(QE_+)-\operatorname{tr}(PQ).
\]

A projector has eigenvalues 0 and 1, so \(\operatorname{tr}P=\operatorname{tr}Q=n\). Hence \(\operatorname{tr}(PE_-)=(n-\operatorname{tr}PR)/2\) and \(\operatorname{tr}(QE_+)=(n+\operatorname{tr}QR)/2\), which gives

\[
n-\operatorname{tr}(PQ)=\tfrac12(\operatorname{tr}PR-\operatorname{tr}QR)+\operatorname{tr}(PE_-(1-Q))+\operatorname{tr}((1-P)E_+Q).
\]

Both leakage terms are nonnegative. Since \(P\) commutes with \(R\), it commutes with \(E_-\), so \(PE_-\) is Hermitian and \((PE_-)^2=P^2E_-^2=PE_-\). The same holds for \((1-P)E_+\). Each term is therefore the trace of a product of two projectors \(A\) and \(B\), and

\[
\operatorname{tr}(AB)=\operatorname{tr}(BAAB)=\operatorname{tr}\bigl((AB)^\dagger AB\bigr)=\sum_{ij}|(AB)_{ij}|^2\ge 0 .
\]

This bounds the spillage below by \((\operatorname{tr}PR-\operatorname{tr}QR)/2\). Replacing \(R\) by \(-R\) gives the opposite sign, and the two together give the absolute value.

It is wrong to argue that \(\operatorname{tr}(PE_-(1-Q))\ge0\) merely because all three factors are projectors. For projectors onto lines in a plane at \(0^\circ\), \(60^\circ\) and \(120^\circ\), the trace of the product is \(-1/8\). Commutation is what merges two of the factors into one projector.

## Occupied spaces and parity as matrices

The finite type `d` labels an orthonormal basis of spin-orbitals common to both calculations.

In Lean 4 with Mathlib:

```lean
import Mathlib

open Matrix

namespace SpinOrbitSpillage

noncomputable section

variable {d : Type*} [Fintype d] [DecidableEq d]
```

An occupied space is a complex matrix equal to its conjugate transpose and to its square.

```lean
/-- A Hermitian projector, describing a space of occupied states. -/
structure IsProj (P : Matrix d d ℂ) : Prop where
  herm : Pᴴ = P
  idem : P * P = P
```

Parity is a Hermitian matrix that squares to one.

```lean
/-- A parity operator: a Hermitian matrix that squares to one. -/
structure IsParity (R : Matrix d d ℂ) : Prop where
  herm : Rᴴ = R
  sq : R * R = 1
```

The spillage takes the number `n` as an argument; the theorems tie it to the physics by requiring both projectors to have rank `n`, that is, equally many occupied states with and without the coupling.

```lean
/-- The spillage `n - tr(PQ)` between two occupied spaces of `n` states. -/
def spillage (n : ℕ) (P Q : Matrix d d ℂ) : ℝ := n - (P * Q).trace.re
```

The parity sum adds the parity expectation values of the occupied states, which are their parities when each state is even or odd. It differs from the product of parity eigenvalues that appears in topological indices. Traces of products of two Hermitian matrices are real, so taking `.re` loses nothing here.

```lean
/-- The parity sum `tr(PR)` of the occupied space `P`. -/
def paritySum (P R : Matrix d d ℂ) : ℝ := (P * R).trace.re
```

One definition serves both sectors: \(E_+\) is `evenSector R`, and \(E_-\) is `evenSector (-R)`.

```lean
/-- The operator `(1 + R)/2` of the even sector of `R`; the odd sector is that of `-R`. -/
def evenSector (R : Matrix d d ℂ) : Matrix d d ℂ := (1 / 2 : ℂ) • (1 + R)
```

The hypotheses do not say where \(P\) and \(Q\) come from. Obtaining them from two Hamiltonians at the same momentum, each with a gap above its \(n\) lowest states, is the step left to the application.

## Why leakage is nonnegative

To show that the trace of a projector is its rank, the proof regards the matrix as a linear map that projects onto its range, and uses Mathlib's result that the trace of such a map is the dimension of the range.

```lean
/-- The trace of a Hermitian projector is its rank, the number of occupied states. -/
theorem IsProj.trace_eq_rank {P : Matrix d d ℂ} (hP : IsProj P) :
    P.trace = (P.rank : ℂ) := by
  have h : P.mulVecLin ∘ₗ P.mulVecLin = P.mulVecLin := by
    rw [← Matrix.mulVecLin_mul, hP.idem]
  have hp : LinearMap.IsProj (LinearMap.range P.mulVecLin) P.mulVecLin :=
    ⟨fun x => LinearMap.mem_range_self _ x, by
      rintro _ ⟨y, rfl⟩
      exact LinearMap.congr_fun h y⟩
  have hm : LinearMap.trace ℂ (d → ℂ) P.mulVecLin = P.trace := by
    rw [LinearMap.trace_eq_matrix_trace ℂ (Pi.basisFun ℂ d),
      LinearMap.toMatrix_eq_toMatrix', ← Matrix.toLin'_apply', LinearMap.toMatrix'_toLin']
  exact hm.symm.trans hp.trace
```

The empty states also form a projector, by expanding \((1-P)^2\).

```lean
/-- The empty states of a Hermitian projector form a Hermitian projector. -/
theorem IsProj.compl {P : Matrix d d ℂ} (hP : IsProj P) : IsProj (1 - P) :=
  ⟨by rw [conjTranspose_sub, conjTranspose_one, hP.herm], by
    rw [mul_sub, mul_one, sub_mul, one_mul, hP.idem, sub_self, sub_zero]⟩
```

The next lemma is the Frobenius-norm computation above. Its `h` rewrites the trace as \(\operatorname{tr}((PQ)^\dagger PQ)\), and `hs` expands that into a sum of squared moduli. If the sum is zero, every entry is zero, which gives the second half of the statement.

```lean
/-- The overlap `tr(PQ)` of two Hermitian projectors is nonnegative, and it vanishes
exactly when `PQ = 0`. -/
theorem IsProj.overlap {P Q : Matrix d d ℂ} (hP : IsProj P) (hQ : IsProj Q) :
    0 ≤ (P * Q).trace.re ∧ ((P * Q).trace.re = 0 ↔ P * Q = 0) := by
  -- the overlap is the squared Frobenius norm of `PQ`
  have h : (P * Q).trace = ((P * Q)ᴴ * (P * Q)).trace := by
    have h1 : Q * P * (P * Q) = Q * (P * Q) := by
      rw [mul_assoc, ← mul_assoc P P Q, hP.idem]
    rw [conjTranspose_mul, hP.herm, hQ.herm, h1, Matrix.trace_mul_comm Q (P * Q),
      mul_assoc, hQ.idem]
  rw [h]
  generalize P * Q = A
  have hs : (Aᴴ * A).trace.re = ∑ i, ∑ j, Complex.normSq (A j i) := by
    simp only [Matrix.trace, Matrix.diag_apply, Matrix.mul_apply,
      Matrix.conjTranspose_apply, Complex.re_sum]
    refine Finset.sum_congr rfl fun i _ => Finset.sum_congr rfl fun j _ => ?_
    simp [Complex.normSq_apply]
  have h0 : ∀ i ∈ Finset.univ, 0 ≤ ∑ j, Complex.normSq (A j i) :=
    fun i _ => Finset.sum_nonneg fun j _ => Complex.normSq_nonneg _
  refine ⟨hs ▸ Finset.sum_nonneg h0, fun hz => ?_, fun hz => by simp [hz]⟩
  rw [hs] at hz
  ext j i
  have h2 := (Finset.sum_eq_zero_iff_of_nonneg h0).1 hz i (Finset.mem_univ i)
  have h3 := (Finset.sum_eq_zero_iff_of_nonneg
    (fun j _ => Complex.normSq_nonneg (A j i))).1 h2 j (Finset.mem_univ j)
  exact Complex.normSq_eq_zero.1 h3
```

The parity sectors of \(P\) are handled once, for a general Hermitian involution `S` that commutes with \(P\), and then specialised to `R` and `-R`. Inside, `hi` is \(E^2=E\), `hc` is the commutation with \(P\), and the `calc` block is \((PE)^2=P^2E^2=PE\).

```lean
/-- If an occupied space commutes with parity, its even part and its odd part are
Hermitian projectors. -/
theorem IsProj.sectors {P R : Matrix d d ℂ} (hP : IsProj P) (hR : IsParity R)
    (h : P * R = R * P) :
    IsProj (P * evenSector R) ∧ IsProj (P * evenSector (-R)) := by
  have key : ∀ S : Matrix d d ℂ, Sᴴ = S → S * S = 1 → P * S = S * P →
      IsProj (P * evenSector S) := by
    intro S h1 h2 h3
    have hh : (evenSector S)ᴴ = evenSector S := by
      simp [evenSector, Matrix.conjTranspose_smul, h1]
    have hi : evenSector S * evenSector S = evenSector S := by
      have h4 : (1 + S) * (1 + S) = (2 : ℂ) • (1 + S) := by
        rw [mul_add, mul_one, add_mul, one_mul, h2]
        module
      rw [evenSector, Matrix.smul_mul, Matrix.mul_smul, h4]
      module
    have hc : evenSector S * P = P * evenSector S := by
      simp only [evenSector, Matrix.mul_smul, Matrix.smul_mul, mul_add, add_mul,
        mul_one, one_mul, h3]
    refine ⟨by rw [conjTranspose_mul, hh, hP.herm, hc], ?_⟩
    calc P * evenSector S * (P * evenSector S)
        = P * (evenSector S * P) * evenSector S := by noncomm_ring
      _ = (P * P) * (evenSector S * evenSector S) := by rw [hc]; noncomm_ring
      _ = P * evenSector S := by rw [hP.idem, hi]
  exact ⟨key R hR.herm hR.sq h, key (-R) (by rw [conjTranspose_neg, hR.herm])
    (by rw [neg_mul_neg, hR.sq]) (by rw [mul_neg, neg_mul, h])⟩
```

## The identity, the bound and equality

The exact splitting needs no property of \(R\) at all. The proof expands twice the leakage sum, which removes the halves, then replaces the traces of \(P\) and \(Q\) by `n` and takes real parts.

```lean
/-- For Hermitian projectors of rank `n` and any matrix `R`, the spillage is half the difference
`paritySum P R - paritySum Q R` plus the real parts of two traces. If `R` is a parity operator
commuting with `P`, these are the weight of the odd part of `P` in the empty states of `Q`, and the
weight of `Q` in the even empty states of `P`. -/
theorem spillage_eq {n : ℕ} {P Q : Matrix d d ℂ} (hP : IsProj P) (hQ : IsProj Q)
    (hPn : P.rank = n) (hQn : Q.rank = n) (R : Matrix d d ℂ) :
    spillage n P Q = (paritySum P R - paritySum Q R) / 2
      + (P * evenSector (-R) * (1 - Q)).trace.re
      + ((1 - P) * evenSector R * Q).trace.re := by
  have key : (P * evenSector (-R) * (1 - Q)).trace + ((1 - P) * evenSector R * Q).trace
      + ((P * evenSector (-R) * (1 - Q)).trace + ((1 - P) * evenSector R * Q).trace)
      = P.trace + Q.trace - (P * Q).trace - (P * Q).trace
        - ((P * R).trace - (Q * R).trace) := by
    rw [Matrix.trace_mul_comm Q R]
    simp only [evenSector, mul_sub, sub_mul, mul_add, add_mul, mul_one, one_mul,
      Matrix.mul_smul, Matrix.smul_mul, mul_neg, neg_mul, Matrix.trace_add,
      Matrix.trace_sub, Matrix.trace_smul, Matrix.trace_neg, smul_eq_mul]
    ring
  rw [hP.trace_eq_rank, hQ.trace_eq_rank, hPn, hQn] at key
  have hre := congrArg Complex.re key
  simp only [Complex.add_re, Complex.sub_re, Complex.natCast_re] at hre
  unfold spillage paritySum
  linarith
```

For the bound, `e1` and `e2` are the identity for \(R\) and \(-R\), and `a1` to `a4` are the four nonnegative leakage terms. Only \(P\) is required to commute with parity.

```lean
/-- For two occupied spaces of `n` states, one of which commutes with parity, the spillage
is at least half the absolute change of the parity sum. -/
theorem parity_bound {n : ℕ} {P Q R : Matrix d d ℂ} (hP : IsProj P) (hQ : IsProj Q)
    (hPn : P.rank = n) (hQn : Q.rank = n) (hR : IsParity R) (h : P * R = R * P) :
    |paritySum P R - paritySum Q R| / 2 ≤ spillage n P Q := by
  have hc : (1 - P) * R = R * (1 - P) := by rw [sub_mul, mul_sub, one_mul, mul_one, h]
  obtain ⟨pe, po⟩ := hP.sectors hR h
  obtain ⟨ce, co⟩ := hP.compl.sectors hR hc
  -- the identity for `R` and for `-R` bounds the change from both sides
  have e1 := spillage_eq hP hQ hPn hQn R
  have e2 := spillage_eq hP hQ hPn hQn (-R)
  have hn : ∀ A : Matrix d d ℂ, paritySum A (-R) = -paritySum A R := by
    intro A
    simp [paritySum]
  rw [neg_neg, hn, hn] at e2
  have a1 := (po.overlap hQ.compl).1
  have a2 := (ce.overlap hQ).1
  have a3 := (pe.overlap hQ.compl).1
  have a4 := (co.overlap hQ).1
  have hb : |paritySum P R - paritySum Q R| ≤ 2 * spillage n P Q :=
    abs_le.2 ⟨by linarith, by linarith⟩
  linarith
```

Some such condition is needed. If neither space commutes with \(R\), the bound can fail: real two-level states with even and odd amplitudes \((\cos\theta,\sin\theta)\) at \(\theta=45^\circ\) and \(15^\circ\) have spillage \(0.25\), but half the parity change is about \(0.43\).

Equality with the signed half-difference holds exactly when both leakage terms vanish, and by the overlap lemma this means that both matrix products vanish. For a parity sum that rises from \(P\) to \(Q\), the corresponding condition comes from using `-R`.

```lean
/-- For two occupied spaces of `n` states, with `P` commuting with parity, the spillage equals half
the drop of the parity sum from `P` to `Q` exactly when the odd part of `P` stays occupied in `Q`
and `Q` has no weight on the even empty states of `P`. -/
theorem parity_bound_eq_iff {n : ℕ} {P Q R : Matrix d d ℂ} (hP : IsProj P) (hQ : IsProj Q)
    (hPn : P.rank = n) (hQn : Q.rank = n) (hR : IsParity R) (h : P * R = R * P) :
    spillage n P Q = (paritySum P R - paritySum Q R) / 2 ↔
      P * evenSector (-R) * (1 - Q) = 0 ∧ (1 - P) * evenSector R * Q = 0 := by
  have hc : (1 - P) * R = R * (1 - P) := by rw [sub_mul, mul_sub, one_mul, mul_one, h]
  obtain ⟨a, ha⟩ := (hP.sectors hR h).2.overlap hQ.compl
  obtain ⟨b, hb⟩ := (hP.compl.sectors hR hc).1.overlap hQ
  rw [← ha, ← hb, spillage_eq hP hQ hPn hQn R]
  exact ⟨fun e => ⟨by linarith, by linarith⟩, fun e => by linarith [e.1, e.2]⟩
```

## When both spaces commute with parity

Suppose \(Q\) commutes with \(R\) as well. If \(k\) of the \(n\) states in \(P\) are even, then \(\operatorname{tr}(PR)=k-(n-k)=2k-n\); likewise \(\operatorname{tr}(QR)=2l-n\) with \(l\) even states in \(Q\). The bound becomes \(|k-l|\), which is at least one when the parity sums differ. In a nonmagnetic crystal it is then at least two, because the states come in Kramers pairs of equal parity, which makes \(k\) and \(l\) even. In the proof, `count` supplies these formulas, with \(k\) and \(l\) as ranks of the even parts, and the two cases \(k<l\) and \(l<k\) finish the argument.

```lean
/-- If both occupied spaces of `n` states commute with parity and their parity sums differ,
the spillage is at least one. -/
theorem one_le_spillage {n : ℕ} {P Q R : Matrix d d ℂ} (hP : IsProj P) (hQ : IsProj Q)
    (hPn : P.rank = n) (hQn : Q.rank = n) (hR : IsParity R) (h : P * R = R * P)
    (h' : Q * R = R * Q) (hne : paritySum P R ≠ paritySum Q R) :
    1 ≤ spillage n P Q := by
  -- a parity sum is twice the number of even states minus the number of states
  have count : ∀ A : Matrix d d ℂ, IsProj A → A.rank = n → A * R = R * A →
      paritySum A R = 2 * ((A * evenSector R).rank : ℝ) - n := by
    intro A hA hAn hc
    have key : (A * evenSector R).trace + (A * evenSector R).trace
        = A.trace + (A * R).trace := by
      simp only [evenSector, Matrix.mul_smul, mul_add, mul_one, Matrix.trace_add,
        Matrix.trace_smul, smul_eq_mul]
      ring
    rw [(hA.sectors hR hc).1.trace_eq_rank, hA.trace_eq_rank, hAn] at key
    have hre := congrArg Complex.re key
    simp only [Complex.add_re, Complex.natCast_re] at hre
    unfold paritySum
    linarith
  have hb := parity_bound hP hQ hPn hQn hR h
  rw [count P hP hPn h, count Q hQ hQn h'] at hb hne
  generalize (P * evenSector R).rank = k at hb hne
  generalize (Q * evenSector R).rank = l at hb hne
  have hkl : k ≠ l := fun e => hne (by rw [e])
  rcases lt_or_gt_of_ne hkl with g | g
  · have g' : (k : ℝ) + 1 ≤ l := by exact_mod_cast g
    linarith [neg_abs_le (2 * (k : ℝ) - n - (2 * (l : ℝ) - n))]
  · have g' : (l : ℝ) + 1 ≤ k := by exact_mod_cast g
    linarith [le_abs_self (2 * (k : ℝ) - n - (2 * (l : ℝ) - n))]
```

## One even and one odd orbital

Two orbitals and one occupied state form the smallest case in which the parity sum can change, since in one dimension equal ranks force \(P=Q\). Take a state with real even amplitude \(c\) and odd amplitude \(s\), where \(c^2+s^2=1\).

```lean
/-- The matrix `|ψ⟩⟨ψ|` of a two-level state with real even amplitude `c` and odd
amplitude `s`. -/
def twoLevel (c s : ℝ) : Matrix (Fin 2) (Fin 2) ℂ :=
  !![(c : ℂ) * c, (c : ℂ) * s; (c : ℂ) * s, (s : ℂ) * s]

/-- The parity of the two-level model: one even and one odd orbital. -/
def twoLevelParity : Matrix (Fin 2) (Fin 2) ℂ := !![1, 0; 0, -1]
```

Starting from the pure even state, the overlap is \(c^2\), so the spillage is \(1-c^2=s^2\). The parity sum goes from \(1\) to \(c^2-s^2\), and half that change is also \(s^2\). The bound is thus attained at every mixing, from no spillage at \(s=0\) to a complete inversion with spillage one at \(s=\pm1\). In between, the parity sums differ while the spillage stays below one, so `one_le_spillage` would fail if only \(P\) had to commute with parity. These mixed states are algebraic examples: in an inversion-symmetric crystal spin-orbit coupling conserves parity at the momenta considered here, so mixing an even with an odd orbital would take a perturbation that breaks inversion.

The proof checks the matrix entries one by one, using \(c^2+s^2=1\) wherever normalisation enters.

```lean
/-- Normalised two-level states are rank-one Hermitian projectors, the pure even and odd ones
commute with parity, and mixing the even state with odd amplitude `s` gives spillage `s²`,
equal to half the absolute change of the parity sum. -/
theorem twoLevel_witness (c s : ℝ) (h : c ^ 2 + s ^ 2 = 1) :
    IsProj (twoLevel c s) ∧ (twoLevel c s).rank = 1 ∧ IsParity twoLevelParity ∧
    twoLevel 1 0 * twoLevelParity = twoLevelParity * twoLevel 1 0 ∧
    twoLevel 0 1 * twoLevelParity = twoLevelParity * twoLevel 0 1 ∧
    spillage 1 (twoLevel 1 0) (twoLevel c s) = s ^ 2 ∧
    |paritySum (twoLevel 1 0) twoLevelParity
      - paritySum (twoLevel c s) twoLevelParity| / 2 = s ^ 2 := by
  have hC : (c : ℂ) ^ 2 + (s : ℂ) ^ 2 = 1 := by exact_mod_cast h
  have hp : IsProj (twoLevel c s) := by
    constructor
    · ext i j
      fin_cases i <;> fin_cases j <;> simp [twoLevel]
    · have e1 : (c : ℂ) * c * (c * c) + c * s * (c * s) = c * c := by
        linear_combination (c : ℂ) ^ 2 * hC
      have e2 : (c : ℂ) * c * (c * s) + c * s * (s * s) = c * s := by
        linear_combination (c : ℂ) * s * hC
      have e3 : (c : ℂ) * s * (c * c) + s * s * (c * s) = c * s := by
        linear_combination (c : ℂ) * s * hC
      have e4 : (c : ℂ) * s * (c * s) + s * s * (s * s) = s * s := by
        linear_combination (s : ℂ) ^ 2 * hC
      rw [twoLevel, Matrix.mul_fin_two, e1, e2, e3, e4]
  have ht : (twoLevel c s).trace = 1 := by
    rw [twoLevel, Matrix.trace_fin_two_of]
    linear_combination hC
  rw [hp.trace_eq_rank] at ht
  have h1 : (twoLevel 1 0 * twoLevel c s).trace.re = c * c := by
    simp [twoLevel, Matrix.trace_fin_two]
  have h2 : ∀ a b : ℝ, paritySum (twoLevel a b) twoLevelParity = a * a - b * b := by
    intro a b
    simp [paritySum, twoLevel, twoLevelParity, Matrix.trace_fin_two, sub_eq_add_neg]
  refine ⟨hp, by exact_mod_cast ht, ⟨?_, ?_⟩, ?_, ?_, ?_, ?_⟩
  · ext i j
    fin_cases i <;> fin_cases j <;> simp [twoLevelParity]
  · ext i j
    fin_cases i <;> fin_cases j <;>
      simp [twoLevelParity, Matrix.mul_apply, Fin.sum_univ_two]
  · ext i j
    fin_cases i <;> fin_cases j <;>
      simp [twoLevel, twoLevelParity, Matrix.mul_apply, Fin.sum_univ_two]
  · ext i j
    fin_cases i <;> fin_cases j <;>
      simp [twoLevel, twoLevelParity, Matrix.mul_apply, Fin.sum_univ_two]
  · rw [spillage, h1, Nat.cast_one]
    linear_combination -h
  · have h3 : (1 : ℝ) * 1 - 0 * 0 - (c * c - s * s) = 2 * s ^ 2 := by
      linear_combination -h
    rw [h2, h2, h3, abs_of_nonneg (by positivity)]
    ring

end

end SpinOrbitSpillage
```

```lean
#print axioms SpinOrbitSpillage.parity_bound_eq_iff
#print axioms SpinOrbitSpillage.one_le_spillage
```

```
'SpinOrbitSpillage.parity_bound_eq_iff' depends on axioms: [propext, Classical.choice, Quot.sound]
'SpinOrbitSpillage.one_le_spillage' depends on axioms: [propext, Classical.choice, Quot.sound]
```
